# The Donoho–Stark bound: a nonzero signal on a ring of N sites has occupied sites times active wave numbers at least N

Q: An uncertainty principle needs a measure of spread. On a periodic ring the position operator is already awkward, so which spread did you choose?

A: A count. For a complex amplitude $f$ on $N$ sites, let $A$ be the number of sites where $f$ is nonzero, and $B$ the number of wave numbers where its Fourier transform $\hat f$ is nonzero. The claim is $AB \ge N$ whenever $f \ne 0$. No variance appears, so the wrap-around of the ring does no harm.

Q: And the ring itself?

A: Sites and wave numbers are both elements of `ZMod N`, the integers modulo $N$, which builds in the Born–von Karman condition. The label $k$ stands for the physical wave number $2\pi k/(Na)$ with lattice constant $a$. The assumption `[NeZero N]` excludes $N=0$; a single site is allowed.

```lean
import Mathlib

open Finset

namespace DiscreteUncertainty

noncomputable section

variable {N : ℕ} [NeZero N]
```

Q: Which Fourier convention?

A: Minus sign in the exponent, no prefactor:
$$\hat f(k)=\sum_x e^{-2\pi i kx/N} f(x).$$
In the code $\hat f$ is `dft f`, and the exponential is Mathlib's character `ZMod.stdAddChar`.

```lean
/-- The discrete Fourier transform on a ring of `N` sites: the sum over `x` of
`exp(-2πi k x / N) f(x)`. Here `ZMod.stdAddChar j` is `exp(2πi j / N)`. -/
def dft (f : ZMod N → ℂ) (k : ZMod N) : ℂ :=
  ∑ x, ZMod.stdAddChar (-(k * x)) * f x
```

A prefactor $1/\sqrt N$ would not change which amplitudes vanish, so $A$ and $B$ don't depend on it. Since `dft f` has the same type as `f`, one definition of support serves both pictures: $A$ is `(supp f).card` and $B$ is `(supp (dft f)).card`.

```lean
/-- The support: the set of sites (or wave numbers) where a function is nonzero. -/
def supp (f : ZMod N → ℂ) : Finset (ZMod N) :=
  univ.filter (fun x => f x ≠ 0)
```

Q: Then a tail of size $10^{-12}$ counts as much as the main peak.

A: It does. A discretised Gaussian occupies every site, and the bound then says very little. This is a statement about exact zeros; it does not control approximate concentration.

Q: Show me the argument without Lean.

A: Start with orthogonality. For $y\neq x$, the number $r=e^{2\pi i(x-y)/N}$ satisfies $r\ne1$ and $r^N=1$, so $\sum_k r^k=(r^N-1)/(r-1)=0$. For $y=x$ the sum is $N$. Hence
$$\sum_k e^{2\pi i kx/N}\hat f(k)=\sum_y f(y)\sum_k e^{2\pi i k(x-y)/N}=N f(x).$$

Now let $S=\sum_x|f(x)|$ and let $M$ be the largest value of $|f|$. Phases have modulus one, so the triangle inequality gives $|\hat f(k)|\le S$. Only $A$ terms of $S$ are nonzero, each at most $M$, so $S\le AM$. Evaluate the inversion formula at a site where $|f|=M$:
$$NM\le\sum_k|\hat f(k)|\le BS\le ABM.$$
Since $f\neq0$, we have $M>0$, and dividing by it gives $N\le AB$.

Q: How does the code follow that?

A: Two small lemmas come first. One unfolds membership in the support; the other says that adding up moduli over the support is the same as adding them over the whole ring, because the omitted terms are zero.

```lean
/-- A site belongs to the support exactly when the function is nonzero there. -/
theorem mem_supp (f : ZMod N → ℂ) (x : ZMod N) : x ∈ supp f ↔ f x ≠ 0 := by
  simp [supp]

/-- The sum of the moduli may be restricted to the support. -/
theorem sum_supp (f : ZMod N → ℂ) : ∑ x ∈ supp f, ‖f x‖ = ∑ x, ‖f x‖ := by
  refine sum_subset (subset_univ _) fun x _ hx => ?_
  have h0 : f x = 0 := by
    by_contra h
    exact hx ((mem_supp f x).2 h)
  rw [h0, norm_zero]
```

Inversion is the computation above. The code merges the two exponentials, exchanges the sums with `sum_comm`, and keeps the term $y=x$ with `sum_eq_single x`. Mathlib's `AddChar.sum_mulShift` supplies the orthogonality that I got from the geometric series.

```lean
/-- Fourier inversion: superposing the plane waves with amplitudes `dft f k`
gives back `N` times the signal. -/
theorem inversion (f : ZMod N → ℂ) (x : ZMod N) :
    ∑ k, ZMod.stdAddChar (k * x) * dft f k = (N : ℂ) * f x := by
  calc ∑ k, ZMod.stdAddChar (k * x) * dft f k
      = ∑ k, ∑ y, ZMod.stdAddChar (k * (x - y)) * f y := by
        refine sum_congr rfl fun k _ => ?_
        rw [dft, mul_sum]
        refine sum_congr rfl fun y _ => ?_
        rw [show k * (x - y) = k * x + -(k * y) by ring, AddChar.map_add_eq_mul, mul_assoc]
    _ = ∑ y, (∑ k, ZMod.stdAddChar (k * (x - y))) * f y := by
        rw [sum_comm]
        simp_rw [sum_mul]
    _ = (N : ℂ) * f x := by
        -- orthogonality of plane waves leaves only the term y = x
        rw [sum_eq_single x]
        · rw [AddChar.sum_mulShift _ (ZMod.isPrimitive_stdAddChar N)]
          simp [ZMod.card]
        · intro y _ hy
          rw [AddChar.sum_mulShift _ (ZMod.isPrimitive_stdAddChar N)]
          simp [sub_eq_zero, hy.symm]
        · simp
```

Next comes $|\hat f(k)|\le S$, from the triangle inequality and the unit modulus of the character.

```lean
/-- No Fourier amplitude exceeds the sum of the signal moduli. -/
theorem norm_dft_le (f : ZMod N → ℂ) (k : ZMod N) :
    ‖dft f k‖ ≤ ∑ y ∈ supp f, ‖f y‖ := by
  rw [sum_supp f, dft]
  refine (norm_sum_le _ _).trans (le_of_eq (sum_congr rfl fun y _ => ?_))
  rw [norm_mul, ZMod.stdAddChar_apply, Circle.norm_coe, one_mul]
```

The chain is stored as three separate inequalities, which lets the equality case use them again. Here `M` is any upper bound on $|f|$, and `x` is any site. The first part rewrites $Nf(x)$ by inversion and applies the triangle inequality; the other two bound a sum by its number of terms times a common bound.

```lean
/-- If `|f| ≤ M` everywhere, then `N |f(x)|` is at most the sum of the Fourier moduli, which
is at most the number of active wave numbers times the sum of `|f|`, and
that last sum is at most the number of occupied sites times `M`. -/
theorem amplitude_chain (f : ZMod N → ℂ) (M : ℝ) (hM : ∀ x, ‖f x‖ ≤ M) (x : ZMod N) :
    (N : ℝ) * ‖f x‖ ≤ ∑ k ∈ supp (dft f), ‖dft f k‖ ∧
    ∑ k ∈ supp (dft f), ‖dft f k‖ ≤ ((supp (dft f)).card : ℝ) * ∑ y ∈ supp f, ‖f y‖ ∧
    ∑ y ∈ supp f, ‖f y‖ ≤ ((supp f).card : ℝ) * M := by
  refine ⟨?_, ?_, ?_⟩
  · rw [sum_supp (dft f), ← Complex.norm_natCast, ← norm_mul, ← inversion]
    refine (norm_sum_le _ _).trans (le_of_eq (sum_congr rfl fun k _ => ?_))
    rw [norm_mul, ZMod.stdAddChar_apply, Circle.norm_coe, one_mul]
  · rw [← nsmul_eq_mul]
    exact sum_le_card_nsmul _ _ _ fun k _ => norm_dft_le f k
  · rw [← nsmul_eq_mul]
    exact sum_le_card_nsmul _ _ _ fun y _ => hM y
```

Q: So the main theorem only has to choose the site?

A: Yes. `Finite.exists_max` provides a site `x₀` of largest modulus, and `hf : f ≠ 0` provides a site where $f$ is nonzero, so the maximum is positive. `linarith` joins the chain, `le_of_mul_le_mul_right` cancels the maximum, and the last step returns from real numbers to an inequality between natural numbers.

```lean
/-- Donoho-Stark uncertainty principle: for a nonzero signal on `N` sites, the number of
occupied sites times the number of active wave numbers is at least `N`. -/
theorem donoho_stark (f : ZMod N → ℂ) (hf : f ≠ 0) :
    N ≤ (supp f).card * (supp (dft f)).card := by
  -- follow the chain from a site where the modulus is largest
  obtain ⟨x₀, hmax⟩ := Finite.exists_max (fun x => ‖f x‖)
  obtain ⟨z, hz⟩ := Function.ne_iff.1 hf
  have hpos : 0 < ‖f x₀‖ := (norm_pos_iff.2 hz).trans_le (hmax z)
  obtain ⟨h1, h2, h3⟩ := amplitude_chain f _ hmax x₀
  have h4 := mul_le_mul_of_nonneg_left h3 (Nat.cast_nonneg (α := ℝ) (supp (dft f)).card)
  have h : (N : ℝ) * ‖f x₀‖ ≤ ((supp f).card * (supp (dft f)).card : ℝ) * ‖f x₀‖ := by
    linarith
  exact_mod_cast le_of_mul_le_mul_right h hpos
```

Q: What does this say about an electron?

A: For one particle on a finite ring with one orbital per cell, a state confined to $A$ sites must contain at least $N/A$ Bloch wave numbers. The theorem involves no Hamiltonian and no interactions.

Q: Is the bound ever attained?

A: A single occupied site has $A=1$, $B=N$; a plane wave has $A=N$, $B=1$. For $N=4$, the signal equal to 1 on sites 0 and 2 has $\hat f(k)=1+(-1)^k$, so $A=B=2$.

Q: In each of these the moduli are constant on the supports. Coincidence?

A: No. If $AB=N$, the two ends of the chain are equal, so every step is an equality. From $BS=ABM$ and $B>0$ we get $S=AM$. That is a sum of $A$ numbers, none above $M$, so all of them equal $M$. Likewise $\sum_k|\hat f(k)|=B\cdot AM$ has $B$ nonzero terms, none above $AM$, so each equals $AM$. The principle used twice here is a lemma of its own: if one term fell short of `c`, the sum would be strictly below its maximum.

```lean
/-- Numbers bounded by `c` whose sum reaches the maximal possible value all equal `c`. -/
theorem eq_of_sum_saturates {ι : Type*} (s : Finset ι) (g : ι → ℝ) (c : ℝ)
    (hg : ∀ i ∈ s, g i ≤ c) (hc : (s.card : ℝ) * c ≤ ∑ i ∈ s, g i) :
    ∀ i ∈ s, g i = c := by
  intro i hi
  by_contra hne
  have hlt := sum_lt_sum hg ⟨i, hi, lt_of_le_of_ne (hg i hi) hne⟩
  rw [sum_const, nsmul_eq_mul] at hlt
  linarith
```

The theorem then reads $|\hat f(k)|=A\,|f(x)|$ for every $x$ and $k$ in the two supports. It needs no separate assumption $f\neq0$, since `hx` already gives an occupied site. In the proof, `hS` is the statement $AM\le S$, while `hfx` and `hfk` are the two applications of the lemma.

```lean
/-- Equality case: if a signal attains the bound, then on the two supports every Fourier
modulus equals the number of occupied sites times every signal modulus. -/
theorem flat_of_equality (f : ZMod N → ℂ)
    (h : (supp f).card * (supp (dft f)).card = N) (x k : ZMod N)
    (hx : x ∈ supp f) (hk : k ∈ supp (dft f)) :
    ‖dft f k‖ = ((supp f).card : ℝ) * ‖f x‖ := by
  obtain ⟨x₀, hmax⟩ := Finite.exists_max (fun x => ‖f x‖)
  obtain ⟨h1, h2, h3⟩ := amplitude_chain f _ hmax x₀
  have hB : (0 : ℝ) < (supp (dft f)).card := by exact_mod_cast card_pos.2 ⟨k, hk⟩
  have hN : ((supp f).card : ℝ) * (supp (dft f)).card = N := by exact_mod_cast h
  have e : ((supp (dft f)).card : ℝ) * ((supp f).card * ‖f x₀‖) = N * ‖f x₀‖ := by
    rw [← hN]
    ring
  -- the whole chain of inequalities is saturated
  have hS : ((supp f).card : ℝ) * ‖f x₀‖ ≤ ∑ y ∈ supp f, ‖f y‖ :=
    le_of_mul_le_mul_left (by linarith) hB
  have hfx : ‖f x‖ = ‖f x₀‖ :=
    eq_of_sum_saturates (supp f) (fun y => ‖f y‖) _ (fun y _ => hmax y) hS x hx
  have hfk : ‖dft f k‖ = ((supp f).card : ℝ) * ‖f x₀‖ :=
    eq_of_sum_saturates (supp (dft f)) (fun q => ‖dft f q‖) _
      (fun q _ => (norm_dft_le f q).trans h3) (by linarith) k hk
  rw [hfk, hfx]
```

Q: The factor $A$ looks lopsided.

A: That comes from the missing prefactor. With $\sum_x|f(x)|^2=1$ and the unitary transform $\hat f/\sqrt N$, the moduli become $1/\sqrt A$ on the occupied sites and $1/\sqrt B$ on the active wave numbers.

Q: Does this classify the signals that attain the bound?

A: Not explicitly. The theorem runs in one direction, from equality to the relation $|\hat f(k)|=A\,|f(x)|$ on the supports. For nonzero $f$ the converse also holds, though it is not proved in the code: if $M$ is the common modulus of $f$ on its support, Parseval's identity $\sum_k|\hat f(k)|^2=N\sum_x|f(x)|^2$ reads $B\,A^2M^2=N\,A\,M^2$, so $AB=N$. Neither direction lists the possible phases and sets of occupied sites; that would take a further argument.

Q: Does the bound have any use beyond limiting localisation?

A: It gives a sufficient condition for incomplete Fourier data to determine a sparse signal. Suppose $f$ and $g$ each occupy at most $s$ sites, and their transforms agree outside a set $W$ of wave numbers. If $2s|W|<N$, then $f=g$. Otherwise $h=f-g$ is nonzero and occupies at most $2s$ sites. By linearity $\hat h=\hat f-\hat g$, which vanishes outside $W$. The bound gives $N\le 2s|W|$, a contradiction.

Q: Why $2s$? Each signal has only $s$ occupied sites.

A: That is where the derivation most readily goes wrong: the bound is applied to the difference, whose support can be as large as the two supports combined. With $s|W|<N$ as the condition, the claim is false. Take $N=2$, with $f$ equal to 1 on site 0 only and $g$ equal to 1 on site 1 only. Their transforms are $(1,1)$ and $(1,-1)$, which agree outside $W=\{1\}$. Here $s|W|=1<2$, yet $f\ne g$. The theorem's condition would read $2<2$, which fails, as it must.

In the code, `hsites` places the support of the difference inside the union, `hwaves` places the support of its transform inside `W`, and `omega` finds the numerical contradiction.

```lean
/-- Recovery of sparse signals: two signals with at most `s` occupied sites each, whose
transforms agree outside a set `W` of wave numbers with `2 s |W| < N`, are equal. -/
theorem sparse_recovery (f g : ZMod N → ℂ) (s : ℕ) (W : Finset (ZMod N))
    (hf : (supp f).card ≤ s) (hg : (supp g).card ≤ s)
    (hW : ∀ k, k ∉ W → dft f k = dft g k) (hs : 2 * s * W.card < N) : f = g := by
  by_contra hne
  have hsites : supp (f - g) ⊆ supp f ∪ supp g := by
    intro x hx
    rw [mem_union, mem_supp, mem_supp]
    by_contra hcon
    push Not at hcon
    exact (mem_supp _ x).1 hx (by rw [Pi.sub_apply, hcon.1, hcon.2, sub_zero])
  have hwaves : supp (dft (f - g)) ⊆ W := by
    intro k hk
    by_contra hkW
    refine (mem_supp _ k).1 hk ?_
    have hsub : dft (f - g) k = dft f k - dft g k := by
      simp only [dft, Pi.sub_apply, mul_sub, sum_sub_distrib]
    rw [hsub, hW k hkW, sub_self]
  have h1 : (supp (f - g)).card ≤ 2 * s := by
    have := (card_le_card hsites).trans (card_union_le _ _)
    omega
  -- the difference would be too concentrated in both pictures
  have h2 := donoho_stark (f - g) (sub_ne_zero.2 hne)
  have h3 := Nat.mul_le_mul h1 (card_le_card hwaves)
  omega

end

end DiscreteUncertainty
```

Q: So I could reconstruct the signal from the remaining wave numbers?

A: You would know that at most one signal with $s$ or fewer occupied sites fits them, given noiseless data on a finite ring. The theorem supplies no algorithm for finding it, and no estimate of how errors in the data would spread.

```lean
#print axioms DiscreteUncertainty.donoho_stark
#print axioms DiscreteUncertainty.flat_of_equality
#print axioms DiscreteUncertainty.sparse_recovery
```

```
'DiscreteUncertainty.donoho_stark' depends on axioms: [propext, Classical.choice, Quot.sound]
'DiscreteUncertainty.flat_of_equality' depends on axioms: [propext, Classical.choice, Quot.sound]
'DiscreteUncertainty.sparse_recovery' depends on axioms: [propext, Classical.choice, Quot.sound]
```
